# With a block-diagonal density, the orbital space retained above an eigenvalue threshold is the direct sum of the fragments' retained spaces

Two fragments have densities given by finite real square matrices `DA` and `DB`, which need not be symmetric, and the density of the pair is block-diagonal, with no coupling between them. For each density, the retained space is the span of all eigenvectors whose eigenvalue lies strictly above a threshold `η`. The theorem `retained_dimer` says that the pair's retained space consists of exactly those vectors whose part on each fragment lies in that fragment's retained space, with the same `η` throughout. The proof shows two inclusions: one splits a dimer eigenvector into its fragment parts, and the other pads fragment eigenvectors with zeros and adds the results.

The first attempt, which Lean rejects:

```lean
import Mathlib

open Matrix Module

namespace LocalCorrelationTruncation

noncomputable section

variable {m n : Type*} [Fintype m] [Fintype n]

/-- The retained orbital space: the span of the eigenvectors of the density `D` with
eigenvalue above the threshold `η`. -/
def retained (D : Matrix n n ℝ) (η : ℝ) : Submodule ℝ (n → ℝ) :=
  Submodule.span ℝ {v | ∃ μ : ℝ, η < μ ∧ D *ᵥ v = μ • v}

/-- The block-diagonal density of two fragments without coupling. -/
def dimer (DA : Matrix m m ℝ) (DB : Matrix n n ℝ) : Matrix (m ⊕ n) (m ⊕ n) ℝ :=
  fromBlocks DA 0 0 DB

/-- The direct sum of two fragment spaces: vectors whose part on A lies in `WA` and whose
part on B lies in `WB`. -/
def fragmentSum (WA : Submodule ℝ (m → ℝ)) (WB : Submodule ℝ (n → ℝ)) :
    Submodule ℝ (m ⊕ n → ℝ) where
  carrier := {v | v ∘ Sum.inl ∈ WA ∧ v ∘ Sum.inr ∈ WB}
  add_mem' := fun hv hw => ⟨WA.add_mem hv.1 hw.1, WB.add_mem hv.2 hw.2⟩
  zero_mem' := ⟨WA.zero_mem, WB.zero_mem⟩
  smul_mem' := fun c _ hv => ⟨WA.smul_mem c hv.1, WB.smul_mem c hv.2⟩

/-- A vector solves the eigenvalue equation of the dimer density exactly when its two
fragment parts solve those of the fragment densities with the same eigenvalue. -/
theorem dimer_eigen_iff (DA : Matrix m m ℝ) (DB : Matrix n n ℝ) (μ : ℝ) (v : m ⊕ n → ℝ) :
    dimer DA DB *ᵥ v = μ • v ↔
      DA *ᵥ (v ∘ Sum.inl) = μ • (v ∘ Sum.inl) ∧
      DB *ᵥ (v ∘ Sum.inr) = μ • (v ∘ Sum.inr) := by
  constructor
  · intro h
    constructor
    · ext i
      have := congrFun h (Sum.inl i)
      simpa [dimer, fromBlocks_mulVec] using this
    · ext i
      have := congrFun h (Sum.inr i)
      simpa [dimer, fromBlocks_mulVec] using this
  · rintro ⟨hA, hB⟩
    ext (i | i)
    · have := congrFun hA i
      simpa [dimer, fromBlocks_mulVec] using this
    · have := congrFun hB i
      simpa [dimer, fromBlocks_mulVec] using this

/-- The retained space of the dimer is the direct sum of the retained spaces of the fragments at the
same threshold. -/
theorem retained_dimer (DA : Matrix m m ℝ) (DB : Matrix n n ℝ) (η : ℝ) :
    retained (dimer DA DB) η = fragmentSum (retained DA η) (retained DB η) := by
  apply le_antisymm
  · -- each dimer eigenvector splits into fragment eigenvectors
    refine Submodule.span_le.2 ?_
    rintro v ⟨μ, hμ, hv⟩
    have h := (dimer_eigen_iff DA DB μ v).1 hv
    exact ⟨Submodule.subset_span ⟨μ, hμ, h.1⟩, Submodule.subset_span ⟨μ, hμ, h.2⟩⟩
  · -- fragment eigenvectors, padded with zeros, are dimer eigenvectors
    let inA : (m → ℝ) →ₗ[ℝ] (m ⊕ n → ℝ) :=
      { toFun := fun a => Sum.elim a 0
        map_add' := fun a b => by ext (i | i) <;> simp
        map_smul' := fun c a => by ext (i | i) <;> simp }
    let inB : (n → ℝ) →ₗ[ℝ] (m ⊕ n → ℝ) :=
      { toFun := fun b => Sum.elim 0 b
        map_add' := fun a b => by ext (i | i) <;> simp
        map_smul' := fun c a => by ext (i | i) <;> simp }
    have hA : retained DA η ≤ (retained (dimer DA DB) η).comap inA := by
      refine Submodule.span_le.2 ?_
      rintro a ⟨μ, hμ, ha⟩
      show Sum.elim a 0 ∈ retained (dimer DA DB) η
      exact Submodule.subset_span
        ⟨μ, hμ, (dimer_eigen_iff DA DB μ (Sum.elim a 0)).2 ⟨ha, by simp⟩⟩
    have hB : retained DB η ≤ (retained (dimer DA DB) η).comap inB := by
      refine Submodule.span_le.2 ?_
      rintro b ⟨μ, hμ, hb⟩
      show Sum.elim 0 b ∈ retained (dimer DA DB) η
      exact Submodule.subset_span
        ⟨μ, hμ, (dimer_eigen_iff DA DB μ (Sum.elim 0 b)).2 ⟨by simp, hb⟩⟩
    intro v hv
    have h : inA (v ∘ Sum.inl) + inB (v ∘ Sum.inr) ∈ retained (dimer DA DB) η :=
      add_mem (hA hv.1) (hB hv.2)
    have e : inA (v ∘ Sum.inl) + inB (v ∘ Sum.inr) = v := by
      ext (i | i) <;> simp [inA, inB]
    rwa [e] at h

end

end LocalCorrelationTruncation
```

Lean reports:

```
Main.lean:79:20: error: numerals are data in Lean, but the expected type is universe polymorphic and may be a proposition
  ?m.373 → ?m.375 : Sort (imax (?u.144 + 1) ?u.142)
```

Diagnosis. The error is at the `0` in `show Sum.elim 0 b ∈ …`. Lean reaches this numeral before `b`, when it knows only that `0` should be a function between two unknown types. The universe of the codomain is still open, so the function type might be a proposition, and Lean refuses to put a numeral there. The mirror-image line `Sum.elim a 0` passes because `a` comes first and fixes the codomain as `ℝ`.

Writing `(0 : m → ℝ)` states the type outright, which cures the error. The same annotation inside `dimer_eigen_iff` only keeps the two expressions alike: that argument is already expected to have type `m ⊕ n → ℝ`, just as in the definition of `inB`, where the plain `0` stays. The reworded comment is tidying too.

This version goes through:

```diff
@@ -54,5 +54,5 @@
     retained (dimer DA DB) η = fragmentSum (retained DA η) (retained DB η) := by
   apply le_antisymm
-  · -- each dimer eigenvector splits into fragment eigenvectors
+  · -- the two parts of a dimer eigenvector solve the fragment eigenvalue equations
     refine Submodule.span_le.2 ?_
     rintro v ⟨μ, hμ, hv⟩
@@ -77,7 +77,7 @@
       refine Submodule.span_le.2 ?_
       rintro b ⟨μ, hμ, hb⟩
-      show Sum.elim 0 b ∈ retained (dimer DA DB) η
+      show Sum.elim (0 : m → ℝ) b ∈ retained (dimer DA DB) η
       exact Submodule.subset_span
-        ⟨μ, hμ, (dimer_eigen_iff DA DB μ (Sum.elim 0 b)).2 ⟨by simp, hb⟩⟩
+        ⟨μ, hμ, (dimer_eigen_iff DA DB μ (Sum.elim (0 : m → ℝ) b)).2 ⟨by simp, hb⟩⟩
     intro v hv
     have h : inA (v ∘ Sum.inl) + inB (v ∘ Sum.inr) ∈ retained (dimer DA DB) η :=
```
